# A square complex matrix Z is a bosonic pairing matrix exactly when Z is symmetric and 1 − ZZᴴ is positive definite

A squeezed vacuum of finitely many boson modes is proportional to $\exp(-\tfrac12\sum_{ij}Z_{ij}a_i^\dagger a_j^\dagger)|0\rangle$, with creation operators $a_i^\dagger$, and a variational calculation can use the entries of the pairing matrix $Z$ as its parameters. Here $Z$ is called admissible if $Z=U^{-1}V$ for a Bogoliubov transformation $b=Ua+Va^\dagger$ to new boson operators. An unconstrained update can leave the admissible set, so the program needs a test of whether the new $Z$ is still admissible, and if it is, a way to find quasiparticle operators $b$, which $Z$ fixes up to a unitary mixing. For symmetric $Z$, one Cholesky factorisation serves both tasks:

```python
L = np.linalg.cholesky(np.eye(n) - Z @ Z.conj().T)
U = np.linalg.inv(L)
V = U @ Z
```

If the factorisation fails, in exact arithmetic, $Z$ is not admissible. If it succeeds and $Z$ is symmetric, $U$ and $V$ define a Bogoliubov transformation. The factorisation doesn't test the symmetry of $Z$, so a code should store only the upper triangle or check symmetry separately. In floating point, $U$ becomes large and loses accuracy as the smallest eigenvalue of $1-ZZ^{\mathrm H}$ approaches zero.

## From commutators to a condition on Z

Let $a$ be the column of annihilation operators $a_i$ and $a^\dagger$ the column of their adjoints, with $[a_i,a_j^\dagger]=\delta_{ij}$ and $[a_i,a_j]=0$. A Bogoliubov transformation defines new operators $b=Ua+Va^\dagger$ with square complex matrices $U$ and $V$. Their commutators are

$$[b_i,b_j^\dagger]=(UU^{\mathrm H}-VV^{\mathrm H})_{ij},\qquad [b_i,b_j]=(UV^{\mathrm T}-VU^{\mathrm T})_{ij},$$

where $\mathrm T$ is the transpose and $\mathrm H$ the conjugate transpose. The $b_i$ are therefore again boson operators when

$$UU^{\mathrm H}-VV^{\mathrm H}=1,\qquad UV^{\mathrm T}=VU^{\mathrm T}.$$

The pairing matrix is $Z=U^{-1}V$. It appears when the vacuum condition $b|\Phi\rangle=0$ is multiplied by $U^{-1}$, which gives $(a+Za^\dagger)|\Phi\rangle=0$. The solution is proportional to $\exp(-\tfrac12\sum_{ij}Z_{ij}a_i^\dagger a_j^\dagger)|0\rangle$, where $|0\rangle$ is the vacuum of the $a_i$.

**The inverse exists.** For a vector $x\neq0$,

$$x^{\mathrm H}UU^{\mathrm H}x=\|x\|^2+\|V^{\mathrm H}x\|^2>0.$$

So $UU^{\mathrm H}$ is positive definite, its determinant $|\det U|^2$ is nonzero, and $U$ is invertible.

**Both conditions are necessary.** Inserting $1=U^{-1}UU^{\mathrm H}(U^{-1})^{\mathrm H}$ gives

$$1-ZZ^{\mathrm H}=U^{-1}(UU^{\mathrm H}-VV^{\mathrm H})(U^{-1})^{\mathrm H}=U^{-1}(U^{-1})^{\mathrm H}.$$

The quadratic form of the right-hand side is $\|(U^{-1})^{\mathrm H}x\|^2$, which is positive for $x\neq0$ because $(U^{-1})^{\mathrm H}$ is invertible. For the symmetry, multiply $UV^{\mathrm T}=VU^{\mathrm T}$ by $U^{-1}$ on the left and by $(U^{-1})^{\mathrm T}$ on the right. The result is $V^{\mathrm T}(U^{-1})^{\mathrm T}=U^{-1}V$, that is, $Z^{\mathrm T}=Z$.

**Together they suffice.** Let $Z$ be symmetric and $1-ZZ^{\mathrm H}$ positive definite. Write $1-ZZ^{\mathrm H}=B^{\mathrm H}B$ with $B$ invertible, and set $U=(B^{-1})^{\mathrm H}$ and $V=UZ$. Then

$$UU^{\mathrm H}-VV^{\mathrm H}=U(1-ZZ^{\mathrm H})U^{\mathrm H}=(UB^{\mathrm H})(BU^{\mathrm H})=1,$$

$$UV^{\mathrm T}=UZ^{\mathrm T}U^{\mathrm T}=UZU^{\mathrm T}=VU^{\mathrm T},$$

and $U^{-1}V=Z$. The program above makes the choice $B=L^{\mathrm H}$, for which $U=L^{-1}$.

**The remaining freedom is unitary.** Suppose $(U,V)$ and $(U',V')$ are Bogoliubov transformations with the same $Z$, and put $W=U'U^{-1}$. Since $U^{-1}(U^{-1})^{\mathrm H}$ and $U'^{-1}(U'^{-1})^{\mathrm H}$ both equal $1-ZZ^{\mathrm H}$,

$$WW^{\mathrm H}=U'\,U^{-1}(U^{-1})^{\mathrm H}\,U'^{\mathrm H}=U'\,U'^{-1}(U'^{-1})^{\mathrm H}\,U'^{\mathrm H}=1.$$

Also $U'=WU$ and $V'=U'Z=WUZ=WV$. Conversely, $(WU)^{-1}WV=U^{-1}V$. Mixing the quasiparticle modes among themselves thus leaves $Z$ unchanged.

## The transformation as two matrix identities

In the Lean file the modes are labelled by a finite type `n`, and operators are represented only by their coefficient matrices.

```lean
import Mathlib

open Matrix
open scoped ComplexOrder

namespace BogoliubovPairing

noncomputable section

variable {n : Type*} [Fintype n] [DecidableEq n]
```

`IsBogoliubov U V` collects the two identities. The field `normalised` stands for $[b_i,b_j^\dagger]=\delta_{ij}$ and `commuting` for $[b_i,b_j]=0$. The convention is $b=Ua+Va^\dagger$, without complex conjugation of $U$ or $V$; with other conventions the pairing matrix can be the complex conjugate of this $Z$ or differ from it in sign. There is no displacement term, and the number of modes is finite.

```lean
/-- The matrices `U`, `V` of a bosonic Bogoliubov transformation `b = U a + V a†`:
the two identities express `[b_i, b_j†] = δ_ij` and `[b_i, b_j] = 0`. -/
structure IsBogoliubov (U V : Matrix n n ℂ) : Prop where
  normalised : U * Uᴴ - V * Vᴴ = 1
  commuting : U * Vᵀ = V * Uᵀ
```

The pairing matrix is defined for any two matrices, because Lean assigns some value to `U⁻¹` even when `U` is singular. For a Bogoliubov transformation the lemma that follows the definition makes it the true inverse.

```lean
/-- The pairing matrix `U⁻¹ V` of a Bogoliubov transformation. -/
def pairingMatrix (U V : Matrix n n ℂ) : Matrix n n ℂ := U⁻¹ * V
```

Invertibility is derived, not assumed. The proof rewrites `U * Uᴴ` as `1 + V * Vᴴ`, a positive definite matrix plus a positive semidefinite one. The determinant of the product is then a unit, and so is its factor `U.det`.

```lean
/-- The matrix `U` of a bosonic Bogoliubov transformation is always invertible. -/
theorem IsBogoliubov.isUnit_det {U V : Matrix n n ℂ} (h : IsBogoliubov U V) :
    IsUnit U.det := by
  -- `U Uᴴ = 1 + V Vᴴ` is positive definite
  have e : U * Uᴴ = 1 + V * Vᴴ := sub_eq_iff_eq_add.mp h.normalised
  have hp : (U * Uᴴ).PosDef := by
    rw [e]
    exact Matrix.PosDef.one.add_posSemidef (Matrix.posSemidef_self_mul_conjTranspose V)
  have hd := (Matrix.isUnit_iff_isUnit_det _).mp hp.isUnit
  rw [Matrix.det_mul] at hd
  exact isUnit_of_mul_isUnit_left hd
```

## The two necessary conditions

The identity $1-ZZ^{\mathrm H}=U^{-1}(U^{-1})^{\mathrm H}$ is a `calc` chain with the same steps as the derivation: replace 1 by a product containing $U^{-1}U$, factor out $U^{-1}$ and its adjoint, and use `h.normalised`.

```lean
/-- For a Bogoliubov transformation with pairing matrix `Z`, the matrix `1 - Z Zᴴ`
equals `U⁻¹ (U⁻¹)ᴴ`. -/
theorem IsBogoliubov.one_sub_pairing {U V : Matrix n n ℂ} (h : IsBogoliubov U V) :
    1 - pairingMatrix U V * (pairingMatrix U V)ᴴ = U⁻¹ * (U⁻¹)ᴴ := by
  have hL := Matrix.nonsing_inv_mul U h.isUnit_det
  unfold pairingMatrix
  calc 1 - U⁻¹ * V * (U⁻¹ * V)ᴴ
      = (U⁻¹ * U) * (U⁻¹ * U)ᴴ - U⁻¹ * V * (U⁻¹ * V)ᴴ := by
        rw [hL, Matrix.conjTranspose_one, Matrix.mul_one]
    _ = U⁻¹ * (U * Uᴴ - V * Vᴴ) * (U⁻¹)ᴴ := by
        simp only [Matrix.conjTranspose_mul, Matrix.mul_sub, Matrix.sub_mul, Matrix.mul_assoc]
    _ = U⁻¹ * (U⁻¹)ᴴ := by rw [h.normalised, Matrix.mul_one]
```

For the symmetry, `hT` is the transposed form of $U^{-1}U=1$. The chain brings $Z^{\mathrm T}$ into the form $U^{-1}(UV^{\mathrm T})(U^{-1})^{\mathrm T}$, exchanges the middle factor by `h.commuting`, and cancels.

```lean
/-- The pairing matrix of a bosonic Bogoliubov transformation is symmetric. -/
theorem IsBogoliubov.pairing_symm {U V : Matrix n n ℂ} (h : IsBogoliubov U V) :
    (pairingMatrix U V).IsSymm := by
  have hL := Matrix.nonsing_inv_mul U h.isUnit_det
  have hT : Uᵀ * (U⁻¹)ᵀ = 1 := by
    rw [← Matrix.transpose_mul, hL, Matrix.transpose_one]
  change (U⁻¹ * V)ᵀ = U⁻¹ * V
  calc (U⁻¹ * V)ᵀ = (U⁻¹ * U) * (Vᵀ * (U⁻¹)ᵀ) := by
        rw [hL, Matrix.one_mul, Matrix.transpose_mul]
    _ = U⁻¹ * (U * Vᵀ) * (U⁻¹)ᵀ := by simp only [Matrix.mul_assoc]
    _ = U⁻¹ * V * (Uᵀ * (U⁻¹)ᵀ) := by rw [h.commuting]; simp only [Matrix.mul_assoc]
    _ = U⁻¹ * V := by rw [hT, Matrix.mul_one]
```

## Gram matrices in both directions

The first lemma says that $W^{\mathrm H}W$ is positive definite when $W$ has a left inverse $L$; these letters are local to the lemma. The quadratic form equals $\|Wx\|^2$. If it vanished, $Wx=0$ would give $x=LWx=0$.

```lean
/-- The Gram matrix `Wᴴ W` of a matrix with a left inverse is positive definite. -/
theorem gram_posDef {L W : Matrix n n ℂ} (h : L * W = 1) : (Wᴴ * W).PosDef := by
  rw [Matrix.posDef_iff_dotProduct_mulVec]
  constructor
  · exact Matrix.isHermitian_conjTranspose_mul_self W
  · intro x hx
    have e : star x ⬝ᵥ (Wᴴ * W) *ᵥ x = star (W *ᵥ x) ⬝ᵥ (W *ᵥ x) := by
      rw [Matrix.star_mulVec, ← Matrix.mulVec_mulVec, Matrix.dotProduct_mulVec]
    rw [e]
    refine lt_of_le_of_ne (dotProduct_star_self_nonneg _) (fun h0 => hx ?_)
    have hW : W *ᵥ x = 0 := dotProduct_star_self_eq_zero.mp h0.symm
    rw [← Matrix.one_mulVec x, ← h, ← Matrix.mulVec_mulVec, hW, Matrix.mulVec_zero]
```

The second lemma supplies the factor $B$ for the converse. Mathlib's theorem that a nonnegative element of a C*-algebra has the form $B^{\mathrm H}B$ gives the factorisation, and the invertibility of $M$ passes to $B$ through the determinant. The lemma gives existence only, whereas Cholesky computes a particular triangular factor.

```lean
open scoped MatrixOrder Matrix.Norms.L2Operator in
/-- Every positive definite matrix `M` has the form `Bᴴ B` with `B` invertible. -/
theorem exists_factor {M : Matrix n n ℂ} (hM : M.PosDef) :
    ∃ B : Matrix n n ℂ, IsUnit B.det ∧ M = Bᴴ * B := by
  obtain ⟨B, hB⟩ := CStarAlgebra.nonneg_iff_eq_star_mul_self.mp
    (Matrix.nonneg_iff_posSemidef.mpr hM.posSemidef)
  rw [Matrix.star_eq_conjTranspose] at hB
  have hd := (Matrix.isUnit_iff_isUnit_det _).mp hM.isUnit
  rw [hB, Matrix.det_mul] at hd
  exact ⟨B, isUnit_of_mul_isUnit_right hd, hB⟩
```

## The characterisation

The left side of `isPairingMatrix_iff` says that some `U` and `V` satisfy both commutator identities and have `Z` as their pairing matrix. The right side is the pair of conditions on `Z` alone. For squeezed vacua of finitely many modes without displacement, this describes the admissible parameter set: symmetric matrices whose singular values all lie below 1.

In the forward direction, `gram_posDef` is applied to $(U^{-1})^{\mathrm H}$, whose left inverse is $U^{\mathrm H}$. In the backward direction, `hUB` and `hBU` are the cancellations $UB^{\mathrm H}=1$ and $BU^{\mathrm H}=1$. The two parts of `h` verify the commutator identities for `U` and `U * Z`, and the last rewrite recovers $Z$.

```lean
/-- A complex square matrix `Z` is the pairing matrix of a bosonic Bogoliubov
transformation if and only if it is symmetric and `1 - Z Zᴴ` is positive definite. -/
theorem isPairingMatrix_iff (Z : Matrix n n ℂ) :
    (∃ U V : Matrix n n ℂ, IsBogoliubov U V ∧ Z = pairingMatrix U V) ↔
      Z.IsSymm ∧ (1 - Z * Zᴴ).PosDef := by
  constructor
  · rintro ⟨U, V, h, rfl⟩
    refine ⟨h.pairing_symm, ?_⟩
    have hL : Uᴴ * (U⁻¹)ᴴ = 1 := by
      rw [← Matrix.conjTranspose_mul, Matrix.nonsing_inv_mul U h.isUnit_det,
        Matrix.conjTranspose_one]
    have hp := gram_posDef hL
    rwa [Matrix.conjTranspose_conjTranspose, ← h.one_sub_pairing] at hp
  · rintro ⟨hs, hp⟩
    obtain ⟨B, hB, hM⟩ := exists_factor hp
    have hR := Matrix.mul_nonsing_inv B hB
    -- choose `U = (B⁻¹)ᴴ` and `V = U Z`
    obtain ⟨U, hU⟩ : ∃ U : Matrix n n ℂ, U = (B⁻¹)ᴴ := ⟨_, rfl⟩
    have hUB : U * Bᴴ = 1 := by
      rw [hU, ← Matrix.conjTranspose_mul, hR, Matrix.conjTranspose_one]
    have hBU : B * Uᴴ = 1 := by rw [hU, Matrix.conjTranspose_conjTranspose, hR]
    have h : IsBogoliubov U (U * Z) := by
      constructor
      · calc U * Uᴴ - U * Z * (U * Z)ᴴ = U * (1 - Z * Zᴴ) * Uᴴ := by
              simp only [Matrix.conjTranspose_mul, Matrix.mul_sub, Matrix.sub_mul,
                Matrix.mul_assoc, Matrix.one_mul]
          _ = (U * Bᴴ) * (B * Uᴴ) := by rw [hM]; simp only [Matrix.mul_assoc]
          _ = 1 := by rw [hUB, hBU, Matrix.one_mul]
      · rw [Matrix.transpose_mul, hs.eq, Matrix.mul_assoc]
    refine ⟨U, U * Z, h, ?_⟩
    rw [pairingMatrix, ← Matrix.mul_assoc, Matrix.nonsing_inv_mul U h.isUnit_det,
      Matrix.one_mul]
```

The theorem concerns matrices. The exponential form of the vacuum given earlier is a Fock-space statement, which the file does not formalise.

## What Z leaves undetermined

`pairing_eq_iff` takes two Bogoliubov transformations as hypotheses. It states that their pairing matrices agree exactly when one unitary `W` relates both `U` to `U'` and `V` to `V'`. The proof uses $W=U'U^{-1}$ and obtains unitarity from the two expressions for $1-ZZ^{\mathrm H}$. In the reverse direction only the invertibility of `W` is needed, and it follows from that of $U'=WU$.

In a calculation this means that two programs may return different $U$ and $V$ for the same $Z$, for instance one from a Cholesky factor and one from a Hermitian square root. A comparison should therefore use $Z$, or allow for the unitary factor.

```lean
/-- Two Bogoliubov transformations have the same pairing matrix if and only if they
differ by a unitary mixing `W` of the quasiparticle modes. -/
theorem pairing_eq_iff {U V U' V' : Matrix n n ℂ}
    (h : IsBogoliubov U V) (h' : IsBogoliubov U' V') :
    pairingMatrix U V = pairingMatrix U' V' ↔
      ∃ W ∈ Matrix.unitaryGroup n ℂ, U' = W * U ∧ V' = W * V := by
  have hu := h.isUnit_det
  have hu' := h'.isUnit_det
  constructor
  · intro hZ
    have e : U⁻¹ * (U⁻¹)ᴴ = U'⁻¹ * (U'⁻¹)ᴴ := by
      rw [← h.one_sub_pairing, ← h'.one_sub_pairing, hZ]
    refine ⟨U' * U⁻¹, ?_, ?_, ?_⟩
    · rw [Matrix.mem_unitaryGroup_iff, Matrix.star_eq_conjTranspose]
      calc U' * U⁻¹ * (U' * U⁻¹)ᴴ = U' * (U⁻¹ * (U⁻¹)ᴴ) * U'ᴴ := by
            simp only [Matrix.conjTranspose_mul, Matrix.mul_assoc]
        _ = (U' * U'⁻¹) * (U' * U'⁻¹)ᴴ := by
            rw [e]; simp only [Matrix.conjTranspose_mul, Matrix.mul_assoc]
        _ = 1 := by
            rw [Matrix.mul_nonsing_inv _ hu', Matrix.conjTranspose_one, Matrix.mul_one]
    · rw [Matrix.mul_assoc, Matrix.nonsing_inv_mul _ hu, Matrix.mul_one]
    · rw [Matrix.mul_assoc]
      change V' = U' * pairingMatrix U V
      rw [hZ, pairingMatrix, ← Matrix.mul_assoc, Matrix.mul_nonsing_inv _ hu',
        Matrix.one_mul]
  · rintro ⟨W, -, rfl, rfl⟩
    -- the common factor `W` cancels
    have hw : IsUnit W.det := by
      rw [Matrix.det_mul] at hu'
      exact isUnit_of_mul_isUnit_left hu'
    rw [pairingMatrix, pairingMatrix, Matrix.mul_inv_rev, Matrix.mul_assoc,
      ← Matrix.mul_assoc W⁻¹ W V, Matrix.nonsing_inv_mul _ hw, Matrix.one_mul]
```

## Two-mode squeezing

For two modes and a real squeezing parameter $r$, take

$$U=\begin{pmatrix}\cosh r&0\\0&\cosh r\end{pmatrix},\qquad V=\begin{pmatrix}0&\sinh r\\\sinh r&0\end{pmatrix}.$$

The normalisation condition reduces to $\cosh^2r-\sinh^2r=1$. Both $UV^{\mathrm T}$ and $VU^{\mathrm T}$ have zero diagonal and off-diagonal entries $\cosh r\sinh r$. Dividing $V$ by $\cosh r$ gives

$$Z=\begin{pmatrix}0&\tanh r\\\tanh r&0\end{pmatrix}.$$

Here $1-ZZ^{\mathrm H}$ is $1/\cosh^2r$ times the identity: positive for every finite $r$, and approaching zero for strong squeezing.

The Lean proof checks the two identities entry by entry, with `hcs` as the hyperbolic identity. It then uses `hct`, which is $\cosh r\tanh r=\sinh r$, to write $V=UZ$, and cancels $U$.

```lean
/-- Two-mode squeezing with real parameter `r` is a Bogoliubov transformation, and its
pairing matrix has zero diagonal and off-diagonal entries `tanh r`. -/
theorem twoModeSqueezing_witness (r : ℝ) :
    let U : Matrix (Fin 2) (Fin 2) ℂ := !![(Real.cosh r : ℂ), 0; 0, (Real.cosh r : ℂ)]
    let V : Matrix (Fin 2) (Fin 2) ℂ := !![0, (Real.sinh r : ℂ); (Real.sinh r : ℂ), 0]
    IsBogoliubov U V ∧
      pairingMatrix U V = !![0, (Real.tanh r : ℂ); (Real.tanh r : ℂ), 0] := by
  intro U V
  have hcs : (Real.cosh r : ℂ) * Real.cosh r - (Real.sinh r : ℂ) * Real.sinh r = 1 := by
    have := Real.cosh_sq_sub_sinh_sq r
    rw [pow_two, pow_two] at this
    exact_mod_cast this
  have hct : (Real.cosh r : ℂ) * (Real.tanh r : ℂ) = (Real.sinh r : ℂ) := by
    have : Real.cosh r * Real.tanh r = Real.sinh r := by
      rw [Real.tanh_eq_sinh_div_cosh, mul_div_cancel₀ _ (Real.cosh_pos r).ne']
    exact_mod_cast this
  have h : IsBogoliubov U V := by
    dsimp only [U, V]
    generalize (Real.cosh r) = c at hcs ⊢
    generalize (Real.sinh r) = s at hcs ⊢
    -- both matrices are real and symmetric, hence Hermitian
    have hC : (!![(c : ℂ), 0; 0, (c : ℂ)])ᴴ = !![(c : ℂ), 0; 0, (c : ℂ)] := by
      ext i j
      fin_cases i <;> fin_cases j <;> simp [Matrix.conjTranspose_apply]
    have hS : (!![0, (s : ℂ); (s : ℂ), 0])ᴴ = !![0, (s : ℂ); (s : ℂ), 0] := by
      ext i j
      fin_cases i <;> fin_cases j <;> simp [Matrix.conjTranspose_apply]
    constructor
    · rw [hC, hS]
      ext i j
      fin_cases i <;> fin_cases j <;>
        simp [hcs]
    · ext i j
      fin_cases i <;> fin_cases j <;>
        simp [Matrix.mul_apply, Fin.sum_univ_succ, mul_comm]
  refine ⟨h, ?_⟩
  have hV : V = U * !![0, (Real.tanh r : ℂ); (Real.tanh r : ℂ), 0] := by
    dsimp only [U, V]
    rw [← hct]
    generalize (Real.cosh r) = c
    generalize (Real.tanh r) = t
    ext i j
    fin_cases i <;> fin_cases j <;> simp [Matrix.mul_apply, Fin.sum_univ_succ]
  rw [pairingMatrix, hV, ← Matrix.mul_assoc, Matrix.nonsing_inv_mul U h.isUnit_det,
    Matrix.one_mul]

end

end BogoliubovPairing
```

```lean
#print axioms BogoliubovPairing.isPairingMatrix_iff
#print axioms BogoliubovPairing.pairing_eq_iff
```

```
'BogoliubovPairing.isPairingMatrix_iff' depends on axioms: [propext, Classical.choice, Quot.sound]
'BogoliubovPairing.pairing_eq_iff' depends on axioms: [propext, Classical.choice, Quot.sound]
```
